# Fourier modes diagonalise nearest-neighbour hopping on a ring, with energies 2 cos(2πk/L)

To get the energies of bosons hopping freely, with amplitude 1, around a ring of L sites, I replace the hopping sum by a sum over momenta, each mode weighted by 2 cos(2πk/L). In my code, though, every site is truncated at a few bosons, so the creation and annihilation matrices no longer satisfy [a, a†] = 1. Is the replacement still exact for those matrices? And may I still fill the modes one boson at a time and add up the energies?

## The operator identity survives truncation, the filling rule need not

The replacement is exact for any matrices whatever, because it uses no commutation relations. Adding one mode energy per boson is a different matter: that rests on the canonical relations, and truncation breaks them.

Two sites with at most one boson each show the difference. Around a ring of two sites the hopping sum counts the single bond twice, so H = 2(b(1)a(0) + b(0)a(1)), where a(j) annihilates and b(j) creates a boson on site j. The mode energies are 2 and −2. Putting two bosons into the k = 0 mode produces the state with both sites full, and the filling rule would give it energy 4. But H annihilates that state, since neither boson can move. What fails here is the on-site relation [a(j), b(j)] = 1; operators on different sites still commute.

## From hops to plane waves

Write χ(x) = exp(2πi x/L), which depends only on x modulo L. The modes are

a~(k) = L^(−1/2) ∑ⱼ χ(−jk) a(j)

b~(k) = L^(−1/2) ∑ⱼ χ(jk) b(j)

The phases are orthogonal:

∑ₖ χ(kd) = L if d = 0, and 0 otherwise.

For d = 0 every term is 1. For d ≠ 0, multiplying the sum by χ(d) only shifts k by one, so the sum S satisfies S = χ(d)S; since χ(d) ≠ 1, S = 0.

Now take a hop by any displacement r. Inserting the modes and collecting the phases gives

∑ₖ χ(−rk) b~(k) a~(k) = (1/L) ∑ᵢ ∑ⱼ [∑ₖ χ(k(i − j − r))] b(i) a(j)

The bracket is L when i = j + r and zero otherwise, so the right-hand side is ∑ⱼ b(j + r) a(j). The order of b and a never changed, which is why no commutator appeared.

The hopping Hamiltonian is

H = ∑ⱼ [b(j + 1) a(j) + b(j) a(j + 1)]

Its first part is the case r = 1. Relabelling the second part as ∑ⱼ b(j − 1) a(j) makes it the case r = −1. Adding the two factors,

χ(−k) + χ(k) = 2 cos(2πk/L) = ε(k)

and therefore

H = ∑ₖ ε(k) b~(k) a~(k)

Suppose now that [a(i), b(j)] = δᵢⱼ, that the a's commute among themselves, and that the b's do too. Then

[a~(k), b~(q)] = (1/L) ∑ᵢ χ(i(q − k)) = 1 if k = q, and 0 otherwise,

while the a~'s commute with one another, as do the b~'s. Hence

[b~(q) a~(q), b~(k)] = b~(q) [a~(q), b~(k)]

which is b~(k) for q = k and zero otherwise. Weighting by ε(q) and summing over q,

[H, b~(k)] = ε(k) b~(k)

If Hψ = Eψ and b~(k)ψ ≠ 0, then b~(k)ψ has energy E + ε(k). This is the filling rule. Like the two-site example, it is worked out here in prose and not in the Lean code.

## What the Lean statements say about the ring

Sites and momenta are both elements of `ZMod L`, so `j + 1` wraps around from the last site to the first. The label `k` is an integer modulo L; the plane wave created by b~(k) advances in phase by 2πk/L from one site to the next. The condition `NeZero L` means L ≥ 1. At L = 1 the formula reads H = 2b(0)a(0), a site hopping onto itself in both directions.

The operators live in `A`, an arbitrary associative algebra over the complex numbers. Square matrices qualify, truncated or not. The letter `b` stands for what textbooks write as a†, but `a` and `b` are independent families. The step from here to a physical oscillator ring is to identify `b j` with the Hilbert-space adjoint of `a j`; no hypothesis supplies it.

`superpose` carries the factor L^(−1/2), and `annihilationMode` and `creationMode` supply opposite phases. `hopping` has amplitude +1; the common convention with amplitude −t multiplies every energy by −t. `dispersion` is the real number ε(k).

The theorem `hopping_diagonal` is the identity for H, for all families `a` and `b`. It therefore applies to fermionic operators as well. The structure `CCR` collects the three bosonic relations. Under that hypothesis, `CCR.fourier` says that the modes obey the same relations, and `hopping_ladder` gives the commutator with H. `ccr_witness` provides a concrete model of the relations: polynomials with one variable per site, where annihilation is differentiation and creation is multiplication by the variable. In that picture xⁿ corresponds to n bosons on a site, and the normalised number state is xⁿ/√(n!).

In electronic structure and lattice simulation ε(k) is the band of a one-orbital nearest-neighbour tight-binding ring without interactions. An on-site repulsion would be a further term, which these modes do not in general diagonalise.

```lean
import Mathlib

open scoped Real

namespace RingHopping

noncomputable section

/-- The canonical commutation relations for annihilation operators `a j` and creation
operators `b j` on the sites of a ring. -/
structure CCR {L : ℕ} {A : Type*} [Ring A] (a b : ZMod L → A) : Prop where
  comm : ∀ i j, a i * b j - b j * a i = if i = j then 1 else 0
  aa : ∀ i j, a i * a j = a j * a i
  bb : ∀ i j, b i * b j = b j * b i

variable {L : ℕ} [NeZero L] {A : Type*} [Ring A] [Algebra ℂ A]

/-- The superposition `L^(-1/2) ∑ j, c j x j` of site operators with amplitudes `c`. -/
def superpose (c : ZMod L → ℂ) (x : ZMod L → A) : A :=
  ((√(L : ℝ) : ℝ) : ℂ)⁻¹ • ∑ j, c j • x j

/-- The annihilation mode of momentum `k`, with phases `exp(-2πi jk/L)`. -/
def annihilationMode (a : ZMod L → A) (k : ZMod L) : A :=
  superpose (fun j => Complex.exp (-(2 * π * Complex.I * (j.val * k.val) / L))) a

/-- The creation mode of momentum `k`, with the conjugate phases `exp(2πi jk/L)`. -/
def creationMode (b : ZMod L → A) (k : ZMod L) : A :=
  superpose (fun j => Complex.exp (2 * π * Complex.I * (j.val * k.val) / L)) b

/-- The nearest-neighbour hopping Hamiltonian on the ring, with unit amplitude. -/
def hopping (a b : ZMod L → A) : A :=
  ∑ j, (b (j + 1) * a j + b j * a (j + 1))

/-- The band energy `2 cos(2πk/L)`. -/
def dispersion (k : ZMod L) : ℝ := 2 * Real.cos (2 * π * k.val / L)

/-- The phases of the Fourier modes are values of the standard character
`x ↦ exp(2πi x/L)` of the ring of sites. -/
theorem modes_eq (x : ZMod L → A) (k : ZMod L) :
    annihilationMode x k = superpose (fun j => ZMod.stdAddChar (-(j * k))) x ∧
    creationMode x k = superpose (fun j => ZMod.stdAddChar (j * k)) x := by
  have e : ∀ j : ZMod L, Complex.exp (2 * π * Complex.I * (j.val * k.val) / L)
      = ZMod.stdAddChar (j * k) := by
    intro j
    have h := ZMod.stdAddChar_coe (N := L) ((j.val : ℤ) * (k.val : ℤ))
    have hc : (((j.val : ℤ) * (k.val : ℤ) : ℤ) : ZMod L) = j * k := by
      simp only [Int.cast_mul, Int.cast_natCast, ZMod.natCast_zmod_val]
    rw [hc] at h
    rw [h]
    simp only [Int.cast_mul, Int.cast_natCast]
  constructor
  · unfold annihilationMode
    simp only [Complex.exp_neg, e, AddChar.map_neg_eq_inv]
  · unfold creationMode
    simp only [e]

/-- Orthogonality of plane waves: the phases `exp(2πi kd/L)` summed over all `k` give `L`
if `d = 0` and cancel otherwise. -/
theorem sum_phase (d : ZMod L) :
    ∑ k : ZMod L, (ZMod.stdAddChar (k * d) : ℂ) = if d = 0 then (L : ℂ) else 0 := by
  rw [AddChar.sum_mulShift d (ZMod.isPrimitive_stdAddChar L)]
  split_ifs <;> simp [ZMod.card]

/-- The product of two superpositions is a double sum over sites with prefactor `1/L`. -/
theorem superpose_mul (c d : ZMod L → ℂ) (x y : ZMod L → A) :
    superpose c x * superpose d y
      = (L : ℂ)⁻¹ • ∑ i, ∑ j, (c i * d j) • (x i * y j) := by
  unfold superpose
  rw [smul_mul_smul_comm, Finset.sum_mul_sum, ← mul_inv, ← Complex.ofReal_mul,
    Real.mul_self_sqrt (Nat.cast_nonneg L), Complex.ofReal_natCast]
  simp only [smul_mul_smul_comm]

/-- The commutator of two superpositions is the double sum of the site commutators, weighted by the
products of the amplitudes, with prefactor `1/L`. -/
theorem superpose_comm (c d : ZMod L → ℂ) (x y : ZMod L → A) :
    superpose c x * superpose d y - superpose d y * superpose c x
      = (L : ℂ)⁻¹ • ∑ i, ∑ j, (c i * d j) • (x i * y j - y j * x i) := by
  have h : ∑ i, ∑ j, (d i * c j) • (y i * x j)
      = ∑ i, ∑ j, (c i * d j) • (y j * x i) :=
    Finset.sum_comm.trans (Finset.sum_congr rfl fun i _ =>
      Finset.sum_congr rfl fun j _ => by rw [mul_comm (d j)])
  rw [superpose_mul, superpose_mul, h]
  simp only [smul_sub, Finset.sum_sub_distrib]

/-- For any families `a` and `b`, the sum of hops by a displacement `r` equals the sum over `k` of
`creationMode b k * annihilationMode a k`, weighted by `exp(-2πi rk/L)`. -/
theorem shift_diagonal (a b : ZMod L → A) (r : ZMod L) :
    ∑ j, b (j + r) * a j = ∑ k, (ZMod.stdAddChar (-(r * k)) : ℂ) •
      (creationMode b k * annihilationMode a k) := by
  have hL : (L : ℂ) ≠ 0 := Nat.cast_ne_zero.mpr (NeZero.ne L)
  have swap : ∀ F : ZMod L → ZMod L → ZMod L → A,
      ∑ k, ∑ i, ∑ j, F k i j = ∑ j, ∑ i, ∑ k, F k i j := fun F =>
    calc ∑ k, ∑ i, ∑ j, F k i j = ∑ i, ∑ k, ∑ j, F k i j := Finset.sum_comm
      _ = ∑ i, ∑ j, ∑ k, F k i j := Finset.sum_congr rfl fun i _ => Finset.sum_comm
      _ = ∑ j, ∑ i, ∑ k, F k i j := Finset.sum_comm
  -- collect the three phases into a single character
  have key : ∀ k, (ZMod.stdAddChar (-(r * k)) : ℂ) •
      (creationMode b k * annihilationMode a k)
      = ∑ i, ∑ j, ((L : ℂ)⁻¹ * ZMod.stdAddChar (k * (i - j - r))) • (b i * a j) := by
    intro k
    rw [(modes_eq b k).2, (modes_eq a k).1, superpose_mul]
    simp only [Finset.smul_sum, smul_smul]
    refine Finset.sum_congr rfl fun i _ => Finset.sum_congr rfl fun j _ => ?_
    have e : (ZMod.stdAddChar (k * (i - j - r)) : ℂ) = ZMod.stdAddChar (-(r * k)) *
        ZMod.stdAddChar (i * k) * ZMod.stdAddChar (-(j * k)) := by
      rw [← AddChar.map_add_eq_mul, ← AddChar.map_add_eq_mul]
      congr 1
      ring
    rw [e]
    congr 1
    ring
  symm
  calc _ = ∑ k, ∑ i, ∑ j,
        ((L : ℂ)⁻¹ * ZMod.stdAddChar (k * (i - j - r))) • (b i * a j) :=
        Finset.sum_congr rfl fun k _ => key k
    _ = ∑ j, ∑ i, ((L : ℂ)⁻¹ * ∑ k, ZMod.stdAddChar (k * (i - j - r))) • (b i * a j) := by
        simp only [Finset.mul_sum, Finset.sum_smul]
        exact swap _
    _ = ∑ j, b (j + r) * a j := Finset.sum_congr rfl fun j _ => by
        -- orthogonality leaves only the site `i = j + r`
        rw [Finset.sum_eq_single (j + r)]
        · rw [sum_phase, if_pos (by ring), inv_mul_cancel₀ hL, one_smul]
        · intro i _ hi
          have hne : i - j - r ≠ 0 := fun h => hi (by linear_combination h)
          rw [sum_phase, if_neg hne, mul_zero, zero_smul]
        · exact fun h => absurd (Finset.mem_univ _) h

/-- For any families `a` and `b`, the hopping Hamiltonian on a ring of `L` sites equals the sum over
`k` of `creationMode b k * annihilationMode a k`, weighted by `2 cos(2πk/L)`. -/
theorem hopping_diagonal (a b : ZMod L → A) :
    hopping a b = ∑ k, (dispersion k : ℂ) •
      (creationMode b k * annihilationMode a k) := by
  have h2 : ∑ j, b j * a (j + 1) = ∑ j, b (j + -1) * a j :=
    Fintype.sum_equiv (Equiv.addRight (1 : ZMod L)) _ _ (fun j => by simp)
  -- the phases of a right hop and a left hop add up to the cosine
  have hcos : ∀ k : ZMod L, (ZMod.stdAddChar (-k) : ℂ) + ZMod.stdAddChar k
      = (dispersion k : ℂ) := by
    intro k
    have h := ZMod.stdAddChar_coe (N := L) (k.val : ℤ)
    simp only [Int.cast_natCast, ZMod.natCast_zmod_val] at h
    have e : ((2 * π * k.val / L : ℝ) : ℂ) * Complex.I
        = 2 * π * Complex.I * k.val / L := by
      simp only [Complex.ofReal_div, Complex.ofReal_mul, Complex.ofReal_natCast,
        Complex.ofReal_ofNat]
      ring
    rw [AddChar.map_neg_eq_inv, h, ← Complex.exp_neg, dispersion, Complex.ofReal_mul,
      Complex.ofReal_cos, Complex.cos, neg_mul, e, Complex.ofReal_ofNat]
    ring
  unfold hopping
  rw [Finset.sum_add_distrib, h2, shift_diagonal a b 1, shift_diagonal a b (-1),
    ← Finset.sum_add_distrib]
  refine Finset.sum_congr rfl fun k _ => ?_
  rw [← add_smul]
  simp only [one_mul, neg_mul, neg_neg, hcos]

/-- If the site operators satisfy the canonical commutation relations, so do the
Fourier modes. -/
theorem CCR.fourier {a b : ZMod L → A} (h : CCR a b) :
    CCR (annihilationMode a) (creationMode b) := by
  have hL : (L : ℂ) ≠ 0 := Nat.cast_ne_zero.mpr (NeZero.ne L)
  refine ⟨fun k q => ?_, fun k q => ?_, fun k q => ?_⟩
  · have e : ∀ i : ZMod L, (ZMod.stdAddChar (-(i * k)) : ℂ) * ZMod.stdAddChar (i * q)
        = ZMod.stdAddChar (i * (q - k)) := by
      intro i
      rw [← AddChar.map_add_eq_mul]
      congr 1
      ring
    rw [(modes_eq a k).1, (modes_eq b q).2, superpose_comm]
    simp only [h.comm, smul_ite, smul_zero, Finset.sum_ite_eq, Finset.mem_univ, if_true, e]
    rw [← Finset.sum_smul, sum_phase, smul_smul]
    by_cases hk : k = q
    · rw [if_pos (sub_eq_zero.mpr hk.symm), if_pos hk, inv_mul_cancel₀ hL, one_smul]
    · rw [if_neg (fun h0 => hk (sub_eq_zero.mp h0).symm), if_neg hk, mul_zero, zero_smul]
  · have e : ∀ i j, a i * a j - a j * a i = 0 := fun i j => sub_eq_zero.mpr (h.aa i j)
    rw [← sub_eq_zero, (modes_eq a k).1, (modes_eq a q).1, superpose_comm]
    simp only [e, smul_zero, Finset.sum_const_zero]
  · have e : ∀ i j, b i * b j - b j * b i = 0 := fun i j => sub_eq_zero.mpr (h.bb i j)
    rw [← sub_eq_zero, (modes_eq b k).2, (modes_eq b q).2, superpose_comm]
    simp only [e, smul_zero, Finset.sum_const_zero]

/-- For operators obeying the canonical commutation relations, the commutator of the hopping
Hamiltonian with the creation mode `k` is `2 cos(2πk/L)` times that mode. -/
theorem hopping_ladder {a b : ZMod L → A} (h : CCR a b) (k : ZMod L) :
    hopping a b * creationMode b k - creationMode b k * hopping a b
      = (dispersion k : ℂ) • creationMode b k := by
  have c := h.fourier
  have t : ∀ q, ((dispersion q : ℂ) • (creationMode b q * annihilationMode a q)) *
      creationMode b k - creationMode b k *
      ((dispersion q : ℂ) • (creationMode b q * annihilationMode a q))
      = (dispersion q : ℂ) • (creationMode b q * if q = k then 1 else 0) := by
    intro q
    rw [← c.comm q k, smul_mul_assoc, mul_smul_comm, ← smul_sub]
    congr 1
    simp only [mul_sub, ← mul_assoc]
    rw [c.bb k q]
  rw [hopping_diagonal, Finset.sum_mul, Finset.mul_sum, ← Finset.sum_sub_distrib]
  simp only [t, mul_ite, mul_one, mul_zero, smul_ite, smul_zero, Finset.sum_ite_eq',
    Finset.mem_univ, if_true]

omit [NeZero L] in
/-- On polynomials in one variable per site, differentiation and multiplication by the
variable satisfy the canonical commutation relations. -/
theorem ccr_witness :
    CCR (A := Module.End ℂ (MvPolynomial (ZMod L) ℂ))
      (fun j => (MvPolynomial.pderiv j).toLinearMap)
      (fun j => LinearMap.mulLeft ℂ (MvPolynomial.X j)) := by
  refine ⟨fun i j => LinearMap.ext fun p => ?_, fun i j => LinearMap.ext fun p => ?_,
    fun i j => LinearMap.ext fun p => ?_⟩
  · change MvPolynomial.pderiv i (MvPolynomial.X j * p)
      - MvPolynomial.X j * MvPolynomial.pderiv i p = _
    rw [Derivation.leibniz, MvPolynomial.pderiv_X]
    by_cases h : i = j
    · subst h
      simp
    · simp [h, Ne.symm h]
  · -- the commutator of two partial derivatives is a derivation killing every variable
    have h : ⁅MvPolynomial.pderiv (R := ℂ) i, MvPolynomial.pderiv j⁆ = 0 :=
      MvPolynomial.derivation_ext fun k => by
        rw [Derivation.commutator_apply]
        simp only [MvPolynomial.pderiv_X, Pi.single_apply]
        split_ifs <;> simp
    have hp := DFunLike.congr_fun h p
    rw [Derivation.commutator_apply] at hp
    exact sub_eq_zero.mp hp
  · change MvPolynomial.X i * (MvPolynomial.X j * p)
      = MvPolynomial.X j * (MvPolynomial.X i * p)
    ring

end

end RingHopping
```

```lean
#print axioms RingHopping.hopping_diagonal
#print axioms RingHopping.hopping_ladder
```

```
'RingHopping.hopping_diagonal' depends on axioms: [propext, Classical.choice, Quot.sound]
'RingHopping.hopping_ladder' depends on axioms: [propext, Classical.choice, Quot.sound]
```

## How the Lean proof handles the phases

`modes_eq` replaces the explicit exponentials by `ZMod.stdAddChar`, Mathlib's name for χ. The definitions multiply the integer representatives `j.val` and `k.val`, whereas the character takes the product in `ZMod L`; the lemma shows that the two agree. After that, phases combine through the rule χ(x)χ(y) = χ(x + y), and `ring` checks the arguments.

`sum_phase` is the orthogonality relation. It comes from Mathlib's theorem on sums of a primitive character, primitivity playing the part of χ(d) ≠ 1 in the argument above. `superpose_mul` expands a product of two modes into a double sum and merges the two square roots into 1/L. `superpose_comm` does the same for a commutator, after exchanging the summation indices in its second term.

In `shift_diagonal`, `key` gathers the three phases into χ(k(i − j − r)), and `swap` moves the momentum sum to the inside. `Finset.sum_eq_single` then keeps only the site i = j + r, where the factor L from orthogonality cancels 1/L.

`hopping_diagonal` applies this lemma with displacements 1 and −1. Its step `h2` is the relabelling of the second hopping term, carried out as a shift of the ring by one site, and `hcos` turns the two exponentials into the cosine.

For `CCR.fourier`, the site relation collapses the double sum to a single one, and `sum_phase` decides between k = q and k ≠ q. The other two relations follow because every site commutator in the expansion is zero. In `hopping_ladder`, the step `t` computes the commutator of one momentum term with b~(k), using the commutation of the creation modes to reorder b~(k) b~(q). The sum over q then has one surviving term.

In `ccr_witness`, the mixed relation is the Leibniz rule applied to a variable times a polynomial. Partial derivatives commute because their commutator is itself a derivation and vanishes on every variable, hence on every polynomial. Multiplications by variables commute because polynomial multiplication does.

For your code, this means that the momentum form reproduces the truncated hopping matrix up to rounding, provided that you build b~(k) and a~(k) from the same truncated site matrices. Diagonalising that matrix gives the energies of the truncated model, which for several bosons can differ from those of free bosons, as in the two-site example. For free-boson energies, make the cutoff (the largest number of bosons allowed on a site) at least as large as the total boson number. H then acts on the states with that number exactly as it does without truncation, and the filling rule holds for them.
